# Frequency-independent real blocks $A$ and $B$ of size $n$ give at most $n$ distinct positive linear-response eigenvalues

With an adiabatic kernel and real orbitals, the linear-response problem in a finite basis is set by two real $n\times n$ matrices $A$ and $B$ that do not depend on the frequency. Let $S$ be a finite set of real numbers, each of them a positive eigenvalue of

$$\begin{pmatrix} A & B\\ -B & -A\end{pmatrix}.$$

The theorem says that $S$ has at most $n$ elements, where $n$ is the number of single excitations, that is, of occupied–virtual orbital pairs.

For linear-response TDDFT in a finite basis with real orbitals and an adiabatic kernel, this means that there is no room for double excitations as levels additional to $n$ distinct ones. The theorem counts levels and says nothing about their character.

## Real frequencies with real amplitudes

A real eigenvalue of a real matrix $M$ is a real number $\omega$ for which some nonzero real vector $v$ satisfies $Mv=\omega v$. `IsEigenvalue M ω` says exactly this, with `M *ᵥ v` for the matrix–vector product. No normalisation of $v$ is imposed.

```lean
import Mathlib

open Matrix

namespace AdiabaticExcitationCount

/-- The real number `ω` is an eigenvalue of the real square matrix `M`, with a nonzero real
eigenvector. -/
def IsEigenvalue {m : Type*} [Fintype m] (M : Matrix m m ℝ) (ω : ℝ) : Prop :=
  ∃ v : m → ℝ, v ≠ 0 ∧ M *ᵥ v = ω • v
```

Complex frequencies, which signal an unstable reference state, are not counted. For $n=1$, $A=0$, $B=1$ the eigenvalues are $\pm i$, and the count is zero. The bound therefore needs no stability condition. It needs no symmetry of $A$ and $B$ either, although both are symmetric in the usual real-orbital theory. Complex orbitals, which put $-B^*$ and $-A^*$ in the lower row, are not covered.

## The lower row is the upper one with blocks exchanged and signs reversed

The upper half of the vector holds the excitation amplitudes $X$, the lower half the de-excitation amplitudes $Y$. In Lean, `n` is the type that labels the transitions, `n ⊕ n` labels both halves, and `Fintype.card n` is the number $n$.

```lean
/-- The linear-response matrix `[[A, B], [-B, -A]]` acting on excitation and de-excitation
amplitudes. -/
def casida {n : Type*} (A B : Matrix n n ℝ) : Matrix (n ⊕ n) (n ⊕ n) ℝ :=
  Matrix.fromBlocks A B (-B) (-A)
```

Written out, with the sign of the lower row reversed, the eigenvalue problem is

$$AX+BY=\omega X,\qquad BX+AY=-\omega Y,$$

with $X$ and $Y$ not both zero. Exchanging $X$ and $Y$ turns these equations into the same pair for $-\omega$, so the eigenvalues come in pairs $\pm\omega$.

`casida_iff_amplitudes` proves the first statement by splitting $v$ into `v ∘ Sum.inl` and `v ∘ Sum.inr`, and by gluing $X$ and $Y$ together with `Sum.elim` for the converse. `casida_neg` then supplies the exchanged pair `⟨Y, X, ...⟩`.

```lean
section Pairing

variable {n : Type*} [Fintype n]

/-- The eigenvalue problem of the linear-response matrix, written as two coupled equations for
the excitation amplitudes `X` and the de-excitation amplitudes `Y`. -/
theorem casida_iff_amplitudes (A B : Matrix n n ℝ) (ω : ℝ) :
    IsEigenvalue (casida A B) ω ↔ ∃ X Y : n → ℝ, (X ≠ 0 ∨ Y ≠ 0) ∧
      A *ᵥ X + B *ᵥ Y = ω • X ∧ B *ᵥ X + A *ᵥ Y = (-ω) • Y := by
  constructor
  · rintro ⟨v, hv, h⟩
    rw [casida, Matrix.fromBlocks_mulVec] at h
    refine ⟨v ∘ Sum.inl, v ∘ Sum.inr, ?_, ?_, ?_⟩
    · by_contra hc
      simp only [not_or, not_not, ne_eq] at hc
      apply hv
      funext i
      rcases i with i | i
      · exact congrFun hc.1 i
      · exact congrFun hc.2 i
    · funext i
      exact congrFun h (Sum.inl i)
    · have h2 : (-B) *ᵥ (v ∘ Sum.inl) + (-A) *ᵥ (v ∘ Sum.inr) = ω • (v ∘ Sum.inr) := by
        funext i
        exact congrFun h (Sum.inr i)
      rw [Matrix.neg_mulVec, Matrix.neg_mulVec] at h2
      linear_combination (norm := module) (-1 : ℝ) • h2
  · rintro ⟨X, Y, hne, h1, h2⟩
    have h3 : (-B) *ᵥ X + (-A) *ᵥ Y = ω • Y := by
      rw [Matrix.neg_mulVec, Matrix.neg_mulVec]
      linear_combination (norm := module) (-1 : ℝ) • h2
    refine ⟨Sum.elim X Y, ?_, ?_⟩
    · intro h0
      rcases hne with h | h
      · exact h (funext fun i => congrFun h0 (Sum.inl i))
      · exact h (funext fun i => congrFun h0 (Sum.inr i))
    · rw [casida, Matrix.fromBlocks_mulVec]
      simp only [Sum.elim_comp_inl, Sum.elim_comp_inr]
      funext i
      rcases i with i | i
      · exact congrFun h1 i
      · exact congrFun h3 i

/-- Eigenvalues of the linear-response matrix come in pairs `ω` and `-ω`. -/
theorem casida_neg {A B : Matrix n n ℝ} {ω : ℝ} (h : IsEigenvalue (casida A B) ω) :
    IsEigenvalue (casida A B) (-ω) := by
  obtain ⟨X, Y, hne, h1, h2⟩ := (casida_iff_amplitudes A B ω).mp h
  -- exchange excitation and de-excitation amplitudes
  refine (casida_iff_amplitudes A B (-ω)).mpr ⟨Y, X, hne.symm, ?_, ?_⟩
  · rw [add_comm]
    exact h2
  · rw [neg_neg, add_comm]
    exact h1
```

Without this block structure the bound fails: the $2\times 2$ matrix $\mathrm{diag}(1,2)$ has two positive eigenvalues, while $n=1$ would allow one.

## A nonzero frequency allows halving the dimension

The sum and the difference of the amplitude equations are

$$(A+B)(X+Y)=\omega(X-Y),\qquad (A-B)(X-Y)=\omega(X+Y).$$

Applying $A-B$ to the first and inserting the second gives

$$(A-B)(A+B)(X+Y)=\omega^2(X+Y).$$

This makes $\omega^2$ an eigenvalue of an $n\times n$ matrix, provided that $X+Y\neq0$. Here $\omega\neq0$ enters. If $X+Y=0$, the first equation gives $\omega(X-Y)=0$, hence $X=Y$, and then both vanish, which was excluded.

Conversely, let $(A-B)(A+B)u=\omega^2u$ with $u\neq0$. Define $w=\omega^{-1}(A+B)u$, which again needs $\omega\neq0$. Then $(A+B)u=\omega w$ and $(A-B)w=\omega u$. Put $X=\tfrac12(u+w)$ and $Y=\tfrac12(u-w)$. It follows that

$$AX+BY=\tfrac12\left[(A+B)u+(A-B)w\right]=\tfrac12\omega(w+u)=\omega X,$$

$$BX+AY=\tfrac12\left[(A+B)u-(A-B)w\right]=\tfrac12\omega(w-u)=-\omega Y.$$

Since $X+Y=u\neq0$, the amplitudes are not both zero.

```lean
/-- A nonzero `ω` is an eigenvalue of the linear-response matrix exactly when `ω ^ 2` is an
eigenvalue of the matrix `(A - B) * (A + B)` of half the dimension. -/
theorem casida_iff_sq (A B : Matrix n n ℝ) {ω : ℝ} (hω : ω ≠ 0) :
    IsEigenvalue (casida A B) ω ↔ IsEigenvalue ((A - B) * (A + B)) (ω ^ 2) := by
  rw [casida_iff_amplitudes]
  constructor
  · rintro ⟨X, Y, hne, h1, h2⟩
    -- sum and difference of the two amplitude equations
    have hp : (A + B) *ᵥ (X + Y) = ω • (X - Y) := by
      simp only [Matrix.add_mulVec, Matrix.mulVec_add]
      linear_combination (norm := module) h1 + h2
    have hm : (A - B) *ᵥ (X - Y) = ω • (X + Y) := by
      simp only [Matrix.sub_mulVec, Matrix.mulVec_sub]
      linear_combination (norm := module) h1 - h2
    refine ⟨X + Y, ?_, ?_⟩
    · intro h0
      rw [h0, Matrix.mulVec_zero] at hp
      have hd : X - Y = 0 := (smul_eq_zero.mp hp.symm).resolve_left hω
      rcases hne with h | h
      · exact h (by linear_combination (norm := module) (1 / 2 : ℝ) • h0 + (1 / 2 : ℝ) • hd)
      · exact h (by linear_combination (norm := module) (1 / 2 : ℝ) • h0 - (1 / 2 : ℝ) • hd)
    · rw [← Matrix.mulVec_mulVec, hp, Matrix.mulVec_smul, hm, smul_smul, ← pow_two]
  · rintro ⟨u, hu, h⟩
    -- rebuild `X - Y` from `u = X + Y`
    obtain ⟨w, hw, hm⟩ : ∃ w : n → ℝ, (A + B) *ᵥ u = ω • w ∧ (A - B) *ᵥ w = ω • u := by
      refine ⟨ω⁻¹ • ((A + B) *ᵥ u), ?_, ?_⟩
      · rw [smul_smul, mul_inv_cancel₀ hω, one_smul]
      · rw [Matrix.mulVec_smul, Matrix.mulVec_mulVec, h, smul_smul, pow_two,
          inv_mul_cancel_left₀ hω]
    simp only [Matrix.add_mulVec, Matrix.sub_mulVec] at hw hm
    refine ⟨(1 / 2 : ℝ) • (u + w), (1 / 2 : ℝ) • (u - w), ?_, ?_, ?_⟩
    · by_contra hc
      rw [not_or, not_ne_iff, not_ne_iff] at hc
      exact hu (by linear_combination (norm := module) hc.1 + hc.2)
    · simp only [Matrix.mulVec_smul, Matrix.mulVec_add, Matrix.mulVec_sub]
      linear_combination (norm := module) (1 / 2 : ℝ) • hw + (1 / 2 : ℝ) • hm
    · simp only [Matrix.mulVec_smul, Matrix.mulVec_add, Matrix.mulVec_sub]
      linear_combination (norm := module) (1 / 2 : ℝ) • hw - (1 / 2 : ℝ) • hm

end Pairing
```

In the proof, `hp` and `hm` are the sum and difference equations. Each `linear_combination (norm := module)` names the combination of known equations that yields the desired vector identity. The hypothesis `hω` is used where the derivation used it: to cancel $\omega$ in `hd` and to form `ω⁻¹` in the converse.

At $\omega=0$ the construction can break down. For $n=1$ and $A=B=1$, the zero mode is proportional to $(X,Y)=(1,-1)$, so $X+Y=0$ and there is no vector to pass on.

The reduction is also of practical use: one can solve an $n\times n$ problem and take square roots of its positive eigenvalues. If $A$ and $B$ are symmetric and $A-B$ is positive definite, the problem can be written with the symmetric matrix $(A-B)^{1/2}(A+B)(A-B)^{1/2}$. For a local-density or generalised-gradient functional with real canonical orbitals, $A-B$ is the diagonal matrix of orbital-energy differences, so its square root is immediate. An eigenvector $z$ of this symmetric matrix with eigenvalue $\omega^2>0$ gives $X+Y=(A-B)^{1/2}z$, up to normalisation, and then $X-Y=\omega^{-1}(A+B)(X+Y)$ as above.

## Finitely many transitions

A finite orbital basis gives finitely many occupied–virtual pairs, which is the assumption `[Fintype n]`. By hand, if $K$ is an $n\times n$ matrix and $Kv=\mu v$ with $v\neq0$, then $\det(\mu I-K)=0$. Thus $\mu$ is a root of the characteristic polynomial, which has degree $n$ and so at most $n$ distinct roots.

```lean
variable {n : Type*} [Fintype n] [DecidableEq n]

/-- A real square matrix has at most as many distinct real eigenvalues as its dimension. -/
theorem card_eigenvalues_le (K : Matrix n n ℝ) (S : Finset ℝ)
    (hS : ∀ μ ∈ S, IsEigenvalue K μ) : S.card ≤ Fintype.card n := by
  have hsub : S ⊆ K.charpoly.roots.toFinset := by
    intro μ hμ
    obtain ⟨v, hv, h⟩ := hS μ hμ
    rw [Multiset.mem_toFinset, Polynomial.mem_roots K.charpoly_monic.ne_zero,
      Polynomial.IsRoot.def, Matrix.eval_charpoly, ← Matrix.exists_mulVec_eq_zero_iff]
    refine ⟨v, hv, ?_⟩
    rw [Matrix.sub_mulVec, h]
    ext i
    simp [Matrix.scalar_apply]
  calc S.card ≤ K.charpoly.roots.toFinset.card := Finset.card_le_card hsub
    _ ≤ Multiset.card K.charpoly.roots := Multiset.toFinset_card_le _
    _ ≤ K.charpoly.natDegree := Polynomial.card_roots' _
    _ = Fintype.card n := K.charpoly_natDegree_eq_dim
```

The step `hsub` places $S$ inside the set of roots. The `calc` chain then compares the number of distinct roots with the number counted by multiplicity, and that with the degree. With infinitely many transitions there is no finite bound to state: an uncoupled system can have infinitely many different transition energies.

## Positive frequencies, each counted once

Restricting to $\omega>0$ keeps one member of each pair $\pm\omega$ with $\omega\neq0$. For a stable reference state, these positive eigenvalues are the excitation energies that the adiabatic approximation predicts. The restriction also makes squaring injective: if $a,b>0$ and $a^2=b^2$, then $a=b$. So distinct positive frequencies in $S$ give equally many distinct eigenvalues $\omega^2$ of $(A-B)(A+B)$, and there are at most $n$ of those.

```lean
/-- With frequency-independent `A` and `B` on `n` single excitations, the linear-response matrix
has at most `n` distinct positive eigenvalues. -/
theorem card_excitations_le (A B : Matrix n n ℝ) (S : Finset ℝ)
    (hS : ∀ ω ∈ S, 0 < ω ∧ IsEigenvalue (casida A B) ω) : S.card ≤ Fintype.card n := by
  -- squaring does not merge distinct positive frequencies
  have hinj : Set.InjOn (fun ω : ℝ => ω ^ 2) (S : Set ℝ) := by
    intro a ha b hb hab
    exact (sq_eq_sq₀ (hS a (Finset.mem_coe.mp ha)).1.le
      (hS b (Finset.mem_coe.mp hb)).1.le).mp hab
  rw [← Finset.card_image_of_injOn hinj]
  apply card_eigenvalues_le ((A - B) * (A + B))
  intro μ hμ
  obtain ⟨ω, hω, rfl⟩ := Finset.mem_image.mp hμ
  exact (casida_iff_sq A B (hS ω hω).1.ne').mp (hS ω hω).2
```

Here `hinj` is the injectivity, and `Finset.card_image_of_injOn` replaces the size of $S$ by the size of the set of squares. The two preceding results finish the argument. The pairing theorem `casida_neg` is not needed for the bound.

Without positivity the count can double: $A=1$, $B=0$ with $n=1$ has the eigenvalues $1$ and $-1$. Because $S$ is a set, degenerate states at one energy count as a single level.

The bound is attained by non-interacting transitions. Take $B=0$ and $A=\mathrm{diag}(d_i)$ with distinct positive $d_i$. The vector with $X$ equal to the $i$-th unit vector and $Y=0$ has eigenvalue $d_i$.

```lean
/-- For diagonal `A` and vanishing `B`, each diagonal entry of `A` is an eigenvalue of the
linear-response matrix. -/
theorem uncoupled_eigenvalue (d : n → ℝ) (i : n) :
    IsEigenvalue (casida (Matrix.diagonal d) 0) (d i) := by
  refine (casida_iff_amplitudes _ _ _).mpr ⟨Pi.single i 1, 0, Or.inl ?_, ?_, ?_⟩
  · intro h
    simpa using congrFun h i
  · ext j
    simp only [Matrix.zero_mulVec, add_zero, Matrix.mulVec_diagonal, Pi.smul_apply,
      smul_eq_mul, Pi.single_apply]
    by_cases hj : j = i
    · subst hj
      rfl
    · simp [hj]
  · simp only [Matrix.zero_mulVec, Matrix.mulVec_zero, add_zero, smul_zero]

/-- The bound is attained: `n` distinct positive transition energies without coupling give `n`
distinct positive eigenvalues. -/
theorem card_excitations_sharp (d : n → ℝ) (hd : Function.Injective d) (hpos : ∀ i, 0 < d i) :
    (Finset.univ.image d).card = Fintype.card n ∧
      ∀ ω ∈ Finset.univ.image d, 0 < ω ∧ IsEigenvalue (casida (Matrix.diagonal d) 0) ω := by
  refine ⟨by rw [Finset.card_image_of_injective _ hd, Finset.card_univ], ?_⟩
  intro ω hω
  obtain ⟨i, -, rfl⟩ := Finset.mem_image.mp hω
  exact ⟨hpos i, uncoupled_eigenvalue d i⟩
```

Injectivity of `d` says that the transition energies are all different, and `hpos` lets them enter the count.

## The matrices do not depend on the frequency being sought

This is the adiabatic assumption: the kernel responds without memory, so its matrix elements are the same at every frequency. The derivation uses it when all frequencies in $S$ are referred to one matrix $(A-B)(A+B)$. In `card_excitations_le` it is carried by the order of the arguments: `A` and `B` come first, and every `ω ∈ S` refers to them.

To see what changes otherwise, consider one transition of energy $\varepsilon$ with the dressed entry

$$A(\omega)=\varepsilon+\frac{c^2}{\omega-\varepsilon},\qquad \omega\neq\varepsilon.$$

This form results when a single excitation at $\varepsilon$ is coupled with strength $c$ to a second state, such as a double excitation, at the same energy, and that state is then eliminated. With $B=0$ and $Y=0$, self-consistency requires $A(\omega)=\omega$. Hence $(\omega-\varepsilon)^2=c^2$ and $\omega=\varepsilon\pm c$. The condition $c>0$ keeps the two solutions apart, and $c<\varepsilon$ keeps the lower one positive.

```lean
/-- A frequency-dependent `1 × 1` block `ε + c ^ 2 / (ω - ε)`, for `ω ≠ ε`. -/
noncomputable def dressedA (ε c ω : ℝ) : Matrix (Fin 1) (Fin 1) ℝ :=
  Matrix.diagonal fun _ => ε + c ^ 2 / (ω - ε)

/-- For `0 < c < ε`, the frequencies `ε - c` and `ε + c` are positive and distinct, and each is an
eigenvalue of the linear-response matrix whose block `dressedA` is evaluated at that frequency. -/
theorem dressed_two_excitations {ε c : ℝ} (hc : 0 < c) (hcε : c < ε) :
    0 < ε - c ∧ ε - c < ε + c ∧
      IsEigenvalue (casida (dressedA ε c (ε - c)) 0) (ε - c) ∧
      IsEigenvalue (casida (dressedA ε c (ε + c)) 0) (ε + c) := by
  have key : ∀ ω : ℝ, ε + c ^ 2 / (ω - ε) = ω →
      IsEigenvalue (casida (dressedA ε c ω) 0) ω := by
    intro ω hω
    have h : IsEigenvalue (casida (dressedA ε c ω) 0) (ε + c ^ 2 / (ω - ε)) :=
      uncoupled_eigenvalue (fun _ : Fin 1 => ε + c ^ 2 / (ω - ε)) 0
    rwa [hω] at h
  refine ⟨by linarith, by linarith, key _ ?_, key _ ?_⟩
  · have h : c ^ 2 / (ε - c - ε) = -c := by
      rw [show ε - c - ε = -c by ring, div_eq_iff (neg_ne_zero.mpr hc.ne')]
      ring
    rw [h]
    ring
  · have h : c ^ 2 / (ε + c - ε) = c := by
      rw [show ε + c - ε = c by ring, div_eq_iff hc.ne']
      ring
    rw [h]

end AdiabaticExcitationCount
```

The auxiliary statement `key` turns any solution of $A(\omega)=\omega$ into an eigenvalue through `uncoupled_eigenvalue`, and the remaining lines evaluate the fraction at $\varepsilon\mp c$. The bound is not contradicted, because the two frequencies belong to two different matrices, each of which has one positive eigenvalue.

These two are not the only positive solutions for this matrix. The lower row, which here contains $-A(\omega)$, has its own condition $A(\omega)=-\omega$, with the positive root $\sqrt{\varepsilon^2-c^2}$. With $-A(-\omega)$ in that row, as the symmetry between excitation and de-excitation suggests, its roots would be $-(\varepsilon\pm c)$, both negative.

```lean
#print axioms AdiabaticExcitationCount.casida_neg
#print axioms AdiabaticExcitationCount.card_excitations_le
#print axioms AdiabaticExcitationCount.card_excitations_sharp
#print axioms AdiabaticExcitationCount.dressed_two_excitations
```

```
'AdiabaticExcitationCount.casida_neg' depends on axioms: [propext, Classical.choice, Quot.sound]
'AdiabaticExcitationCount.card_excitations_le' depends on axioms: [propext, Classical.choice, Quot.sound]
'AdiabaticExcitationCount.card_excitations_sharp' depends on axioms: [propext, Classical.choice, Quot.sound]
'AdiabaticExcitationCount.dressed_two_excitations' depends on axioms: [propext, Classical.choice, Quot.sound]
```
